# Two cosine coefficients from one Fourier coefficient of a reordered real signal

Take a real signal x_0, …, x_{N−1} and reorder it so that the even-indexed samples come first, ascending, and the odd-indexed ones follow, descending. Call the reordered signal v, and let V_k = Σ v_j exp(−2πijk/N), summed over j from 0 to N − 1, be its unnormalised discrete Fourier transform. Let C_k = Σ x_n cos(πk(2n+1)/(2N)), summed over n from 0 to N − 1, be the unnormalised type-II cosine transform of the original. The failing theorem, `twiddle_mul_dft_eq_pair`, states that exp(−iπk/(2N)) V_k = C_k − i C_{N−k} for every natural number k ≤ N. The attempt compares real and imaginary parts, each of which an earlier lemma in the file already supplies.

This version doesn't compile in Lean 4 with Mathlib:

```lean
import Mathlib

open Finset
open scoped Real

namespace FastCosineTransform

noncomputable section

/-- The sample index read at position `j`: even indices ascending, then odd indices descending. -/
def sampleIndex (N j : ℕ) : ℕ := if 2 * j < N then 2 * j else 2 * (N - 1 - j) + 1

/-- The reordered signal `v` built from the samples of `x`. -/
def reorder (N : ℕ) (x : ℕ → ℝ) (j : ℕ) : ℝ := x (sampleIndex N j)

/-- The unnormalised type-II cosine transform of a real signal of length `N`. -/
def cosineTransform (N : ℕ) (x : ℕ → ℝ) (k : ℕ) : ℝ :=
  ∑ n ∈ range N, x n * Real.cos (π * k * (2 * n + 1) / (2 * N))

/-- The `N`-point discrete Fourier transform of a real signal. -/
def dft (N : ℕ) (v : ℕ → ℝ) (k : ℕ) : ℂ :=
  ∑ j ∈ range N, (v j : ℂ) * Complex.exp (-(2 * (π : ℂ) * j * k / N) * Complex.I)

/-- The twiddle factor `exp(-π i k / (2N))`. -/
def twiddle (N k : ℕ) : ℂ := Complex.exp (-((π : ℂ) * k / (2 * N)) * Complex.I)

/-- A sum over all samples may be taken in the reordered sequence. -/
theorem sum_reordered (N : ℕ) (f : ℕ → ℝ) :
    ∑ n ∈ range N, f n = ∑ j ∈ range N, f (sampleIndex N j) := by
  symm
  -- the inverse map sends an even index to the front half and an odd one to the back half
  refine Finset.sum_nbij' (sampleIndex N)
    (fun n => if n % 2 = 0 then n / 2 else N - 1 - n / 2) ?_ ?_ ?_ ?_ ?_
  · intro a ha
    simp only [Finset.mem_range, sampleIndex] at *
    split_ifs <;> omega
  · intro a ha
    simp only [Finset.mem_range] at *
    split_ifs <;> omega
  · intro a ha
    simp only [Finset.mem_range, sampleIndex] at *
    split_ifs <;> omega
  · intro a ha
    simp only [Finset.mem_range, sampleIndex] at *
    split_ifs <;> omega
  · intro a _
    rfl

/-- In terms of the reordered signal, the cosine transform has the angles
`π k (4j+1) / (2N)` for even and odd samples alike. -/
theorem cosineTransform_eq_reordered (N : ℕ) (x : ℕ → ℝ) (k : ℕ) :
    cosineTransform N x k =
      ∑ j ∈ range N, reorder N x j * Real.cos (π * k * (4 * j + 1) / (2 * N)) := by
  unfold cosineTransform
  rw [sum_reordered N (fun n => x n * Real.cos (π * k * (2 * n + 1) / (2 * N)))]
  refine Finset.sum_congr rfl fun j hj => ?_
  have hjN : j < N := Finset.mem_range.mp hj
  have hN : (N : ℝ) ≠ 0 := by
    have : N ≠ 0 := by omega
    exact_mod_cast this
  have key : Real.cos (π * k * (2 * (sampleIndex N j : ℝ) + 1) / (2 * N)) =
      Real.cos (π * k * (4 * j + 1) / (2 * N)) := by
    by_cases h : 2 * j < N
    · have e : sampleIndex N j = 2 * j := if_pos h
      rw [e]
      push_cast
      congr 1
      ring
    · -- odd samples: the angle is reflected about a multiple of π
      have e : sampleIndex N j + 1 + 2 * j = 2 * N := by
        unfold sampleIndex
        rw [if_neg h]
        omega
      have c : (sampleIndex N j : ℝ) + 1 + 2 * j = 2 * N := by exact_mod_cast e
      have c' : (sampleIndex N j : ℝ) = 2 * N - 1 - 2 * j := by linarith
      have a : π * k * (2 * (2 * (N : ℝ) - 1 - 2 * j) + 1) / (2 * N) =
          k * (2 * π) - π * k * (4 * j + 1) / (2 * N) := by
        field_simp
        ring
      rw [c', a, Real.cos_nat_mul_two_pi_sub]
  exact congrArg (fun c => x (sampleIndex N j) * c) key

/-- The twiddle factor times the DFT is a sum of phases with angles `-π k (4j+1) / (2N)`. -/
theorem twiddle_mul_dft (N : ℕ) (v : ℕ → ℝ) (k : ℕ) :
    twiddle N k * dft N v k = ∑ j ∈ range N,
      (v j : ℂ) * Complex.exp (((-(π * k * (4 * j + 1) / (2 * N)) : ℝ) : ℂ) * Complex.I) := by
  unfold twiddle dft
  rw [Finset.mul_sum]
  refine Finset.sum_congr rfl fun j _ => ?_
  rw [mul_left_comm, ← Complex.exp_add]
  congr 2
  push_cast
  ring

/-- The type-II cosine transform of `x` is the real part of the twiddle factor times the `N`-point
DFT of the reordered signal. -/
theorem cosineTransform_eq_re (N : ℕ) (x : ℕ → ℝ) (k : ℕ) :
    cosineTransform N x k = (twiddle N k * dft N (reorder N x) k).re := by
  rw [cosineTransform_eq_reordered, twiddle_mul_dft, Complex.re_sum]
  refine Finset.sum_congr rfl fun j _ => ?_
  rw [Complex.re_ofReal_mul, Complex.exp_ofReal_mul_I_re, Real.cos_neg]

/-- For `k ≤ N`, the imaginary part of the same product is minus the cosine coefficient
at `N - k`. -/
theorem cosineTransform_reflected_eq_im (N : ℕ) (x : ℕ → ℝ) (k : ℕ) (hk : k ≤ N) :
    (twiddle N k * dft N (reorder N x) k).im = -cosineTransform N x (N - k) := by
  rw [cosineTransform_eq_reordered, twiddle_mul_dft, Complex.im_sum, ← Finset.sum_neg_distrib]
  refine Finset.sum_congr rfl fun j hj => ?_
  have hN : (N : ℝ) ≠ 0 := by
    have : N ≠ 0 := by
      have := Finset.mem_range.mp hj
      omega
    exact_mod_cast this
  -- replacing k by N - k turns the cosine into a sine
  have a : π * ((N : ℝ) - k) * (4 * j + 1) / (2 * N) =
      (π / 2 - π * k * (4 * j + 1) / (2 * N)) + j * (2 * π) := by
    field_simp
    ring
  rw [Complex.im_ofReal_mul, Complex.exp_ofReal_mul_I_im, Real.sin_neg, Nat.cast_sub hk, a,
    Real.cos_add_nat_mul_two_pi, Real.cos_pi_div_two_sub, mul_neg]

/-- For `k ≤ N`, the twiddle factor times the DFT of the reordered signal is the cosine coefficient
at `k` minus `i` times the cosine coefficient at `N - k`. -/
theorem twiddle_mul_dft_eq_pair (N : ℕ) (x : ℕ → ℝ) (k : ℕ) (hk : k ≤ N) :
    twiddle N k * dft N (reorder N x) k =
      (cosineTransform N x k : ℂ) - (cosineTransform N x (N - k) : ℂ) * Complex.I := by
  apply Complex.ext
  · simp [← cosineTransform_eq_re]
  · simp [cosineTransform_reflected_eq_im N x k hk]

end

end FastCosineTransform
```

The compiler's answer:

```
Main.lean:128:2: error: unsolved goals
case a
N : ℕ
x : ℕ → ℝ
k : ℕ
hk : k ≤ N
⊢ (twiddle N k).re * (dft N (reorder N x) k).re - (twiddle N k).im * (dft N (reorder N x) k).im = cosineTransform N x k
Main.lean:128:10: warning: This simp argument is unused:
  ← cosineTransform_eq_re

Hint: Omit it from the simp argument list.
  [apply] simp

Note: Simp arguments with `←` have the additional effect of removing the other direction from the simp set, even if the simp argument itself is unused. If the hint above does not work, try replacing `←` with `-` to only get that effect and silence this warning.

Note: This linter can be disabled with `set_option linter.unusedSimpArgs false`
```

The error is in the real part. There `simp` was given `← cosineTransform_eq_re`, which should turn the real part of the product `twiddle N k * dft N (reorder N x) k` into `cosineTransform N x k`. But `simp` also knows the general rule that the real part of a product is re·re − im·im, and the goal left over shows that this rule was applied to the product. Once it is expanded, the expression `(… * …).re` that the lemma needs is no longer there, so the lemma cannot apply and the goal stays open. The warning that the argument is unused reports the same thing: the lemma never fired.

The repair does the two steps in order. `rw [← cosineTransform_eq_re]` first replaces the real part of the intact product by the cosine coefficient. The plain `simp` then only has to work out the real part of the right-hand side, which is that same coefficient.

Fix (accepted with no message):

```diff
@@ -126,5 +126,6 @@
       (cosineTransform N x k : ℂ) - (cosineTransform N x (N - k) : ℂ) * Complex.I := by
   apply Complex.ext
-  · simp [← cosineTransform_eq_re]
+  · rw [← cosineTransform_eq_re]
+    simp
   · simp [cosineTransform_reflected_eq_im N x k hk]
 
```
